# For spinless electrons on half-filled rings of 4m + 2 sites, neighbour repulsion lifts the Fock hopping above its infinite-ring value

## Do small rings always err in the same direction?

Take a ring of $L=4m+2$ sites, $m\ge 1$, with bare hopping amplitude $-t$, $t>0$, and a repulsion $V>0$ between electrons on neighbouring sites. The electrons are spinless and fill the $2m+1$ plane waves $\phi_k(x)=e^{2\pi i kx/L}/\sqrt L$ with $|k|\le m$. The density matrix is $\gamma(x,y)=\sum_{|k|\le m}\phi_k(x)\phi_k(y)^*$, and exchange changes the hopping from $t$ to $t+V\gamma(x+1,x)$.

With six sites I get $t+V/3$, while the infinite ring should give $t+V/\pi$. That is slightly too large. Does the error keep this sign as I enlarge the ring, or can it oscillate? And how fast does it vanish?

## The error stays positive and shrinks as 1/L²

Within this family of rings the sign never changes. The bond element is $\gamma(x+1,x)=1/(L\sin(\pi/L))$, which strictly decreases with $m$ towards $1/\pi$, and its excess over $1/\pi$ is $\pi/(6L^2)$ to leading order. This fixes the direction of the finite-size error when the hopping of the uniform Hartree–Fock solution, the one with plane-wave orbitals, is extrapolated from small rings of this family. It does not cover Hartree–Fock states with alternating site densities, which for $V>0$ have a lower energy on sufficiently large rings.

### Summing the occupied phases

The plane waves satisfy
$$-t\,[\phi_k(x+1)+\phi_k(x-1)]=-2t\cos(2\pi k/L)\,\phi_k(x).$$
For $|k|\le m$ the angle $2\pi|k|/L$ is at most $\pi m/(2m+1)<\pi/2$, so the energy is negative. For $m<|k|\le 2m+1$ the angle lies above $\pi/2$ and at most at $\pi$, so the energy is positive. The chosen filling is therefore the lowest one.

On a bond, $\phi_k(x+1)\phi_k(x)^*=e^{2\pi ik/L}/L$. Put $a=\pi/L$ and $S_n=\sum_{|k|\le n}e^{2ika}$. Then
$$S_n\sin a=\sin((2n+1)a).$$
This holds for $n=0$. Going from $n$ to $n+1$ adds $2\cos(2(n+1)a)\sin a=\sin((2n+3)a)-\sin((2n+1)a)$ to the left side, which is the change on the right. At $n=m$ the angle is $(2m+1)\pi/(4m+2)=\pi/2$, so $S_m=1/\sin(\pi/L)$ and
$$\gamma(x+1,x)=\frac{1}{L\sin(\pi/L)}.$$

In the denominator $L$ grows while the sine shrinks, so monotonicity needs an argument. For $L<L'$, the angle $\pi/L'$ is the fraction $L/L'$ of the way from $0$ to $\pi/L$. Strict concavity of the sine on $[0,\pi]$ gives $\sin(\pi/L')>(L/L')\sin(\pi/L)$, that is, $L'\sin(\pi/L')>L\sin(\pi/L)$. The limit is $\pi$, because $\sin y/y\to1$ as $y\to0$.

For the rate, write $y=\pi/L$:
$$L^2\left(\gamma(x+1,x)-\frac1\pi\right)=\frac{L^3(y-\sin y)}{\pi\,L\sin y}\to\frac{\pi^3/6}{\pi^2}=\frac{\pi}{6},$$
since $y-\sin y=y^3/6$ up to an error of order $y^4$ or smaller.

Finally, the hopping on any ring is strictly larger than on the next one, which is at least the limit. Hence $t+V\gamma(x+1,x)>t+V/\pi$ on every ring.

The sign of the exchange term is easily lost. The off-diagonal Fock element is $-t-V\gamma(x+1,x)$, and the hopping is minus this element. If only the bare term is flipped, one gets $t-V\gamma(x+1,x)$ and the opposite conclusion, that small rings underestimate the hopping.

### How the ring appears in Lean

`ringSize m` is $L$ as a real number, `orbital m k x` is $\phi_k(x)$, and `level t m k` is its energy. Sites and wave numbers are integers; the ring enters through the $L$-periodicity of the plane waves. `densityMatrix m x y` is $\gamma(x,y)$, summed over the integer interval from $-m$ to $m$.

`fockHopping t V m x` is defined as $t+V\gamma(x+1,x)$. The Fock expression is thus an input and is not derived from a many-electron Hamiltonian. It is complex-valued, so `fockHopping_overestimated` first states that its imaginary part is zero. It then says that the real part is strictly decreasing in `m` (`StrictAnti`), tends to `t + V / π`, and exceeds that value for every `m`.

That theorem assumes only `0 < V`. The condition `0 < t` appears in `occupied_below_empty`, where it makes the filling the lowest one for the bare hopping. The statements also include $m=0$, where $\gamma(x+1,x)=1/2$; on two sites both neighbours are the same site, so the ring picture starts at $m=1$. Rings of $4m$ sites, whose half filling meets a degenerate level at zero energy, are a different problem.

```lean
import Mathlib

open Filter Finset
open scoped Real Topology ComplexConjugate

namespace RingExchangeHopping

noncomputable section

/-- The number of sites `L = 4m + 2` of the ring, as a real number. -/
def ringSize (m : ℕ) : ℝ := 4 * m + 2

/-- The normalised plane wave `exp(2πikx/L)/√L` with wave number `k`, at site `x`. -/
def orbital (m : ℕ) (k x : ℤ) : ℂ :=
  Complex.exp ((2 * π * k * x / ringSize m : ℝ) * Complex.I) / (Real.sqrt (ringSize m) : ℝ)

/-- The energy `-2t cos(2πk/L)` of a plane wave on the ring with hopping `-t`. -/
def level (t : ℝ) (m : ℕ) (k : ℤ) : ℝ := -2 * t * Real.cos (2 * π * k / ringSize m)

/-- The one-particle density matrix with the `2m + 1` plane waves `|k| ≤ m` occupied. -/
def densityMatrix (m : ℕ) (x y : ℤ) : ℂ :=
  ∑ k ∈ Icc (-(m : ℤ)) m, orbital m k x * conj (orbital m k y)

/-- Minus the Fock matrix element on the bond from `x` to `x + 1`: the bare hopping `t` plus
the exchange term, the neighbour repulsion `V` times the density matrix element. -/
def fockHopping (t V : ℝ) (m : ℕ) (x : ℤ) : ℂ := t + V * densityMatrix m (x + 1) x

/-- The ring size `L` and `sin(π/L)` are both positive. -/
theorem ringSize_sin_pos (m : ℕ) : 0 < ringSize m ∧ 0 < Real.sin (π / ringSize m) := by
  have h2 : 2 ≤ ringSize m := by
    unfold ringSize
    have : (0 : ℝ) ≤ m := Nat.cast_nonneg m
    linarith
  have hL : 0 < ringSize m := by linarith
  refine ⟨hL, Real.sin_pos_of_pos_of_lt_pi (div_pos Real.pi_pos hL) ?_⟩
  rw [div_lt_iff₀ hL]
  nlinarith [Real.pi_pos]

/-- Each plane wave is an eigenfunction of nearest-neighbour hopping, with energy `level`. -/
theorem orbital_eigen (t : ℝ) (m : ℕ) (k x : ℤ) :
    -(t : ℂ) * (orbital m k (x + 1) + orbital m k (x - 1)) = level t m k * orbital m k x := by
  have h1 : orbital m k (x + 1) =
      Complex.exp ((2 * π * k / ringSize m : ℝ) * Complex.I) * orbital m k x := by
    unfold orbital
    rw [← mul_div_assoc, ← Complex.exp_add]
    congr 2
    push_cast
    ring
  have h2 : orbital m k (x - 1) =
      Complex.exp (-((2 * π * k / ringSize m : ℝ) * Complex.I)) * orbital m k x := by
    unfold orbital
    rw [← mul_div_assoc, ← Complex.exp_add]
    congr 2
    push_cast
    ring
  have hc (a : ℝ) : ((Real.cos a : ℝ) : ℂ) =
      (Complex.exp (a * Complex.I) + Complex.exp (-(a * Complex.I))) / 2 := by
    rw [Complex.ofReal_cos, Complex.cos, neg_mul]
  rw [h1, h2, level, Complex.ofReal_mul, hc]
  push_cast
  ring

/-- For `t > 0` the plane waves with `|k| ≤ m` have negative energy and those with
`m < |q| ≤ 2m + 1` have positive energy. -/
theorem occupied_below_empty {t : ℝ} (ht : 0 < t) {m : ℕ} {k q : ℤ} (hk : |k| ≤ m)
    (hq : m < |q|) (hq' : |q| ≤ 2 * m + 1) : level t m k < 0 ∧ 0 < level t m q := by
  have hL := (ringSize_sin_pos m).1
  have hpi := Real.pi_pos
  have key (j : ℤ) : Real.cos (2 * π * j / ringSize m) =
      Real.cos (2 * π * ((|j| : ℤ) : ℝ) / ringSize m) := by
    rw [← Real.cos_abs, abs_div, abs_mul, abs_of_pos (by positivity : 0 < 2 * π),
      abs_of_pos hL, Int.cast_abs]
  have k0 : (0 : ℝ) ≤ ((|k| : ℤ) : ℝ) := Int.cast_nonneg (abs_nonneg k)
  have k1 : ((|k| : ℤ) : ℝ) ≤ m := by exact_mod_cast hk
  have q1 : (m : ℝ) + 1 ≤ ((|q| : ℤ) : ℝ) := by exact_mod_cast hq
  have q2 : ((|q| : ℤ) : ℝ) ≤ 2 * m + 1 := by exact_mod_cast hq'
  have m0 : (0 : ℝ) ≤ m := Nat.cast_nonneg m
  unfold level
  rw [key k, key q]
  generalize ((|k| : ℤ) : ℝ) = K at *
  generalize ((|q| : ℤ) : ℝ) = Q at *
  -- occupied angles lie below π/2, empty ones between π/2 and π
  have c1 : 0 < Real.cos (2 * π * K / ringSize m) := by
    apply Real.cos_pos_of_mem_Ioo
    constructor
    · have : 0 ≤ 2 * π * K / ringSize m := by positivity
      linarith
    · rw [div_lt_iff₀ hL]
      unfold ringSize
      nlinarith [mul_nonneg hpi.le (sub_nonneg.2 k1)]
  have c2 : Real.cos (2 * π * Q / ringSize m) < 0 := by
    apply Real.cos_neg_of_pi_div_two_lt_of_lt
    · rw [lt_div_iff₀ hL]
      unfold ringSize
      nlinarith [mul_nonneg hpi.le (sub_nonneg.2 q1)]
    · rw [div_lt_iff₀ hL]
      unfold ringSize
      nlinarith [mul_nonneg hpi.le (sub_nonneg.2 q2), mul_nonneg hpi.le m0]
  constructor
  · nlinarith [mul_pos ht c1]
  · nlinarith [mul_pos ht (neg_pos.2 c2)]

/-- The sum of the phases `exp(2ika)` over `|k| ≤ n`, times `sin a`, is `sin((2n+1)a)`. -/
theorem phase_sum (a : ℝ) (n : ℕ) :
    (∑ k ∈ Icc (-(n : ℤ)) n, Complex.exp ((2 * k * a : ℝ) * Complex.I)) * (Real.sin a : ℂ)
      = (Real.sin ((2 * n + 1) * a) : ℂ) := by
  induction n with
  | zero => simp
  | succ n ih =>
    have hI : Icc (-((n + 1 : ℕ) : ℤ)) ((n + 1 : ℕ) : ℤ) =
        insert ((n : ℤ) + 1) (insert (-((n : ℤ) + 1)) (Icc (-(n : ℤ)) n)) := by
      ext j
      simp only [Finset.mem_Icc, Finset.mem_insert]
      omega
    rw [hI, sum_insert (by simp only [Finset.mem_insert, Finset.mem_Icc]; omega),
      sum_insert (by simp only [Finset.mem_Icc]; omega), add_mul, add_mul, ih]
    -- the two new phases add up to a cosine, and the sines telescope
    obtain ⟨b, hb⟩ : ∃ b : ℝ, b = 2 * ((n : ℝ) + 1) * a := ⟨_, rfl⟩
    have e1 : 2 * (((n : ℤ) + 1 : ℤ) : ℝ) * a = b := by
      rw [hb]; push_cast; ring
    have e2 : 2 * ((-((n : ℤ) + 1) : ℤ) : ℝ) * a = -b := by
      rw [hb]; push_cast; ring
    have e3 : (2 * ((n + 1 : ℕ) : ℝ) + 1) * a = b + a := by
      rw [hb]; push_cast; ring
    have e4 : (2 * (n : ℝ) + 1) * a = b - a := by
      rw [hb]; ring
    rw [e1, e2, e3, e4, Real.sin_add, Real.sin_sub]
    simp only [Complex.exp_mul_I, Complex.ofReal_neg, Complex.cos_neg, Complex.sin_neg,
      Complex.ofReal_add, Complex.ofReal_sub, Complex.ofReal_mul, Complex.ofReal_cos,
      Complex.ofReal_sin]
    ring

/-- The nearest-neighbour density matrix element is `1/(L sin(π/L))` on every bond. -/
theorem neighbour_element (m : ℕ) (x : ℤ) : densityMatrix m (x + 1) x =
    ((1 / (ringSize m * Real.sin (π / ringSize m)) : ℝ) : ℂ) := by
  obtain ⟨hL, hs⟩ := ringSize_sin_pos m
  have term (k : ℤ) : orbital m k (x + 1) * conj (orbital m k x) =
      Complex.exp ((2 * k * (π / ringSize m) : ℝ) * Complex.I) / (ringSize m : ℂ) := by
    unfold orbital
    simp only [map_div₀, ← Complex.exp_conj, map_mul, Complex.conj_ofReal, Complex.conj_I]
    rw [div_mul_div_comm, ← Complex.exp_add, ← Complex.ofReal_mul, Real.mul_self_sqrt hL.le]
    congr 2
    push_cast
    ring
  have h := phase_sum (π / ringSize m) m
  -- at this filling the numerator is sin(π/2)
  have ha : (2 * (m : ℝ) + 1) * (π / ringSize m) = π / 2 := by
    rw [← mul_div_assoc, div_eq_div_iff hL.ne' two_ne_zero]
    unfold ringSize
    ring
  rw [ha, Real.sin_pi_div_two, Complex.ofReal_one] at h
  have hs' : (Real.sin (π / ringSize m) : ℂ) ≠ 0 := Complex.ofReal_ne_zero.2 hs.ne'
  rw [densityMatrix, sum_congr rfl (fun k _ => term k), ← Finset.sum_div,
    eq_div_of_mul_eq hs' h, Complex.ofReal_div, Complex.ofReal_mul, Complex.ofReal_one]
  ring

/-- The product `L sin(π/L)` strictly increases with the size of the ring. -/
theorem size_mul_sin_strictMono :
    StrictMono fun m : ℕ => ringSize m * Real.sin (π / ringSize m) := by
  intro m n hmn
  have hm := (ringSize_sin_pos m).1
  have hn := (ringSize_sin_pos n).1
  have hlt : ringSize m < ringSize n := by
    have : (m : ℝ) < n := by exact_mod_cast hmn
    unfold ringSize
    linarith
  have h1 : 1 ≤ ringSize m := by
    have : (0 : ℝ) ≤ m := Nat.cast_nonneg m
    unfold ringSize
    linarith
  have hx : π / ringSize m ∈ Set.Icc 0 π :=
    ⟨(div_pos Real.pi_pos hm).le, div_le_self Real.pi_pos.le h1⟩
  have h0 : (0 : ℝ) ∈ Set.Icc 0 π := ⟨le_rfl, Real.pi_pos.le⟩
  have hr : 0 < 1 - ringSize m / ringSize n := sub_pos.2 ((div_lt_one hn).2 hlt)
  -- strict concavity of the sine between 0 and π/L
  have h := strictConcaveOn_sin_Icc.2 hx h0 (div_pos Real.pi_pos hm).ne'
    (div_pos hm hn) hr (by ring)
  simp only [smul_eq_mul, Real.sin_zero, mul_zero, add_zero] at h
  have e : ringSize m / ringSize n * (π / ringSize m) = π / ringSize n := by
    field_simp
  rw [e, div_mul_eq_mul_div, div_lt_iff₀ hn] at h
  show ringSize m * Real.sin (π / ringSize m) < ringSize n * Real.sin (π / ringSize n)
  linarith

/-- For large rings `π/L` tends to zero and `L sin(π/L)` tends to `π`. -/
theorem large_ring_limits : Tendsto (fun m : ℕ => π / ringSize m) atTop (𝓝 0) ∧
    Tendsto (fun m : ℕ => ringSize m * Real.sin (π / ringSize m)) atTop (𝓝 π) := by
  have hL : Tendsto ringSize atTop atTop := by
    refine tendsto_atTop_mono (fun m => ?_) (tendsto_natCast_atTop_atTop (R := ℝ))
    have : (0 : ℝ) ≤ m := Nat.cast_nonneg m
    unfold ringSize
    linarith
  have ha : Tendsto (fun m : ℕ => π / ringSize m) atTop (𝓝 0) :=
    tendsto_const_nhds.div_atTop hL
  refine ⟨ha, ?_⟩
  have h := ((Real.continuous_sinc.tendsto 0).comp ha).const_mul π
  rw [Real.sinc_zero, mul_one] at h
  refine h.congr (fun m => ?_)
  have hm := (ringSize_sin_pos m).1
  show π * Real.sinc (π / ringSize m) = _
  rw [Real.sinc_of_ne_zero (div_pos Real.pi_pos hm).ne']
  generalize Real.sin (π / ringSize m) = s
  field_simp

/-- The excess of the nearest-neighbour density matrix element over `1/π`, multiplied by
`L²`, tends to `π/6` for large rings. -/
theorem finite_size_law (x : ℤ) : Tendsto
    (fun m : ℕ => ringSize m ^ 2 * ((densityMatrix m (x + 1) x).re - 1 / π))
    atTop (𝓝 (π / 6)) := by
  obtain ⟨ha, hB⟩ := large_ring_limits
  -- the cubic Taylor term of the sine sets the leading correction
  have hA : Tendsto (fun m : ℕ => ringSize m ^ 3 *
      (π / ringSize m - Real.sin (π / ringSize m))) atTop (𝓝 (π ^ 3 / 6)) := by
    apply tendsto_sub_nhds_zero_iff.1
    refine squeeze_zero_norm' (a := fun m : ℕ => 5 / 96 * π ^ 3 * (π / ringSize m)) ?_
      (by simpa using ha.const_mul (5 / 96 * π ^ 3))
    filter_upwards [ha.eventually (Iio_mem_nhds one_pos)] with m hm
    have hL := (ringSize_sin_pos m).1
    have hm' : π / ringSize m < 1 := hm
    have hy0 := div_pos Real.pi_pos hL
    obtain ⟨y, hy⟩ : ∃ y : ℝ, y = π / ringSize m := ⟨_, rfl⟩
    have hp : π ^ 3 = ringSize m ^ 3 * y ^ 3 := by
      rw [hy]
      field_simp
    rw [← hy] at hm' hy0 ⊢
    have b : |Real.sin y - (y - y ^ 3 / 6)| ≤ |y| ^ 4 * (5 / 96) := by
      refine (Real.sin_bound (x := y) (by rw [abs_of_pos hy0]; exact hm'.le)).trans ?_
      rw [abs_of_pos hy0]
      nlinarith [mul_le_mul_of_nonneg_left hm'.le (pow_pos hy0 4).le, pow_pos hy0 4]
    have e : ringSize m ^ 3 * (y - Real.sin y) - π ^ 3 / 6 =
        -(ringSize m ^ 3 * (Real.sin y - (y - y ^ 3 / 6))) := by
      rw [hp]
      ring
    rw [e, norm_neg, norm_mul, Real.norm_eq_abs, Real.norm_eq_abs,
      abs_of_pos (pow_pos hL 3)]
    calc ringSize m ^ 3 * |Real.sin y - (y - y ^ 3 / 6)|
        ≤ ringSize m ^ 3 * (|y| ^ 4 * (5 / 96)) :=
          mul_le_mul_of_nonneg_left b (pow_pos hL 3).le
      _ = 5 / 96 * π ^ 3 * y := by
          rw [abs_of_pos hy0, hp]
          ring
  have hD := hA.div (hB.const_mul π) (mul_pos Real.pi_pos Real.pi_pos).ne'
  have hv : π ^ 3 / 6 / (π * π) = π / 6 := by
    field_simp
  rw [hv] at hD
  refine hD.congr (fun m => ?_)
  obtain ⟨hL, hs⟩ := ringSize_sin_pos m
  rw [neighbour_element, Complex.ofReal_re]
  show ringSize m ^ 3 * (π / ringSize m - Real.sin (π / ringSize m)) /
    (π * (ringSize m * Real.sin (π / ringSize m))) = _
  generalize Real.sin (π / ringSize m) = s at hs ⊢
  field_simp

/-- For neighbour repulsion `V > 0` the exchange-enhanced hopping is real, strictly decreases
with the size of the ring, tends to `t + V/π`, and exceeds this limit on every ring. -/
theorem fockHopping_overestimated (t : ℝ) {V : ℝ} (hV : 0 < V) (x : ℤ) :
    (∀ m, (fockHopping t V m x).im = 0) ∧
    StrictAnti (fun m => (fockHopping t V m x).re) ∧
    Tendsto (fun m => (fockHopping t V m x).re) atTop (𝓝 (t + V / π)) ∧
    ∀ m, t + V / π < (fockHopping t V m x).re := by
  have e (m : ℕ) : fockHopping t V m x =
      ((t + V * (1 / (ringSize m * Real.sin (π / ringSize m))) : ℝ) : ℂ) := by
    rw [fockHopping, neighbour_element, Complex.ofReal_add, Complex.ofReal_mul]
  have anti : StrictAnti (fun m => (fockHopping t V m x).re) := by
    intro m n hmn
    obtain ⟨hL, hs⟩ := ringSize_sin_pos m
    have h := one_div_lt_one_div_of_lt (mul_pos hL hs) (size_mul_sin_strictMono hmn)
    have h' := mul_lt_mul_of_pos_left h hV
    simp only [e, Complex.ofReal_re]
    linarith
  have lim : Tendsto (fun m => (fockHopping t V m x).re) atTop (𝓝 (t + V / π)) := by
    have h : Tendsto (fun m : ℕ => 1 / (ringSize m * Real.sin (π / ringSize m)))
        atTop (𝓝 (1 / π)) := tendsto_const_nhds.div large_ring_limits.2 Real.pi_ne_zero
    have h' := (h.const_mul V).const_add t
    rw [mul_one_div] at h'
    simpa only [e, Complex.ofReal_re] using h'
  refine ⟨fun m => by rw [e, Complex.ofReal_im], anti, lim, fun m => ?_⟩
  -- the next larger ring is already at or above the limit
  exact lt_of_le_of_lt (anti.antitone.le_of_tendsto lim (m + 1)) (anti (Nat.lt_succ_self m))

end

end RingExchangeHopping
```

```lean
#print axioms RingExchangeHopping.orbital_eigen
-- 'RingExchangeHopping.orbital_eigen' depends on axioms: [propext, Classical.choice, Quot.sound]
#print axioms RingExchangeHopping.occupied_below_empty
-- 'RingExchangeHopping.occupied_below_empty' depends on axioms: [propext, Classical.choice, Quot.sound]
#print axioms RingExchangeHopping.finite_size_law
-- 'RingExchangeHopping.finite_size_law' depends on axioms: [propext, Classical.choice, Quot.sound]
#print axioms RingExchangeHopping.fockHopping_overestimated
-- 'RingExchangeHopping.fockHopping_overestimated' depends on axioms: [propext, Classical.choice, Quot.sound]
```

### From single phases to the strict bound

`ringSize_sin_pos` supplies the positivity needed for the divisions. `orbital_eigen` writes a shift by one site as a phase factor and combines the two phases into a cosine. `occupied_below_empty` replaces each wave number by its absolute value and places the angle on the correct side of $\pi/2$.

`phase_sum` is the induction above: the interval gains its two end points, and the addition formulas make the sines telescope. `neighbour_element` applies it at $a=\pi/L$, where `ha` identifies the angle $\pi/2$.

`size_mul_sin_strictMono` applies `strictConcaveOn_sin_Icc` to the points $\pi/L$ and $0$ with weights $L/L'$ and $1-L/L'$. `large_ring_limits` uses the continuity of `Real.sinc` at zero. In `finite_size_law`, `Real.sin_bound` controls the Taylor remainder once $\pi/L<1$; multiplied by $L^3$, the remainder is at most $\tfrac{5}{96}\pi^3\cdot\pi/L$ and vanishes. Dividing by the limit of $\pi L\sin(\pi/L)$ gives $\pi/6$.

The last theorem takes reciprocals, multiplies by $V$ and adds $t$. Its final line compares ring `m` with ring `m + 1`, which turns the weak bound from the limit into a strict one.
